# At fixed electron count and temperature, the Fermi level moves with a thermally weighted average of the level velocities

## A metal under strain

Strain a metal slowly, or displace one of its atoms, and its band energies shift, in general by different amounts. The cell stays neutral, so the number of electrons must not change. If the Fermi level stayed where it was, the occupations would in general add up to the wrong number. In general it therefore has to move, and the question is how fast.

Let $t$ be the strain or displacement parameter. The levels $e_i(t)$ are labelled by an index $i$ that runs over a finite set, for example all pairs of a band and a $k$-point. Each level has a fixed weight $w_i>0$, such as the $k$-point weight times the spin degeneracy. The Fermi level, also called the chemical potential, is $\mu(t)$, and $T>0$ is the electronic temperature or smearing width in energy units, held fixed. The occupations $f_i$ are the mean occupations of non-interacting fermions in equilibrium with a reservoir at $T$ and $\mu$, so the electron count $N$ is a mean number:

$$f_i=\frac{1}{1+\exp((e_i-\mu)/T)},\qquad N=\sum_i w_i f_i .$$

Primes denote derivatives with respect to $t$. If $N$ is constant, then

$$\mu'=\frac{\sum_i W_i\,e_i'}{\sum_i W_i},\qquad W_i=w_i f_i(1-f_i).$$

The factor $f_i(1-f_i)$ is largest at $e_i=\mu$ and decays exponentially once $|e_i-\mu|$ is much larger than $T$. In a metal sampled finely enough to have many levels within a few $T$ of $\mu$, those levels carry most of the weight. For a finite $k$-point mesh with Fermi-Dirac smearing, this gives the first-order shift of the Fermi level once the level velocities $e_i'$ are known.

## From one occupation to the Fermi level

Take one level and write $x=\exp((e-\mu)/T)$. Then

$$f=\frac1{1+x},\qquad 1-f=\frac{x}{1+x},\qquad f(1-f)=\frac{x}{(1+x)^2}.$$

Since $x>0$, we have $0<f<1$. The chain rule gives $x'=x(e'-\mu')/T$, and therefore

$$Tf'=-\frac{T x'}{(1+x)^2}=\frac{x}{(1+x)^2}(\mu'-e')=f(1-f)(\mu'-e').$$

Multiply by $w_i$ and sum over the levels:

$$TN'=\mu'\sum_i W_i-\sum_i W_i e_i'.$$

Every $W_i$ is positive and there is at least one level, so $\sum_i W_i>0$ and we may divide:

$$\mu'=\frac{\sum_i W_i e_i'+TN'}{\sum_i W_i}.$$

This holds even while electrons are being added or removed. Setting $N'=0$ gives the formula for constant count.

**The converse.** Suppose that the formula for constant count holds at every $t$. Inserting it into the equation for $TN'$ gives $TN'=0$ everywhere, so $N$ is constant.

**Bounds.** Let the count be constant. If $a\le e_i'\le b$ for all $i$, then multiplying by $W_i$ and summing gives

$$a\sum_i W_i\le\sum_i W_i e_i'\le b\sum_i W_i,$$

and so $a\le\mu'\le b$. With $a=b$ this is the rigid shift: when all levels move at the same velocity, the Fermi level moves with them. A single level is a special case.

**Uniqueness of the Fermi level.** At fixed levels, raising $\mu$ lowers every exponent $(e_i-\mu)/T$, which raises every $f_i$. The count is therefore strictly increasing in $\mu$, and at most one $\mu$ gives a prescribed count.

## The statement in Lean

The index set is a finite type `ι`, and `[Nonempty ι]` says that it contains at least one level. The function `occ T ε μ` is the occupation of one level, `electronCount T w ε μ` is $N$, and `thermalWeight T w ε μ i` is $W_i$.

The path of the levels is `e : ℝ → ι → ℝ`, so `e s i` is the energy of level $i$ at parameter value $s$. The main theorem, `fermiLevel_velocity`, concerns one point `t` and has these hypotheses:

- `hT` and `hw` say that the temperature and all weights are positive.
- `he` says that each level has derivative `e' i` at `t`, and `hmu` says that the Fermi level has derivative `mu'` there.
- `hN` says that the count equals the real number `N` at every parameter value `s`. `N` need not be an integer.

The conclusion is the quotient above, evaluated at `t`. In `electronCount_conserved_iff` the derivatives exist at every parameter value, so `e'` and `mu'` become functions of `t`. Conservation is expressed there as equality with the count at parameter value 0.

The level velocities are inputs: nothing is said about the Hamiltonian or about self-consistency. Differentiability is a real restriction at band crossings, where eigenvalues sorted by energy can have kinks; the levels must then be labelled so that they pass through smoothly. Other smearing functions, temperatures or weights that vary with $t$, and the continuum limit of the $k$-point mesh are not covered.

## Defining the Fermi level by the count

Here $\mu(t)$ is a given differentiable function. Another model would prescribe $N$ with $0<N<\sum_i w_i$ and define $\mu(t)$ as the solution of $\sum_i w_i f_i=N$. A solution exists because the count is continuous in $\mu$ and runs from $0$ to $\sum_i w_i$; strict monotonicity makes it unique. The implicit function theorem, applicable because $\partial N/\partial\mu=\sum_i W_i/T>0$, would then give the differentiability of $\mu$ from that of the levels. The hypothesis `hmu` would disappear and the velocity formula would stay the same, but the file does not carry out this construction.

## The complete file

```lean
import Mathlib

open Finset

namespace FermiLevelResponse

noncomputable section

variable {ι : Type*} [Fintype ι]

/-- Fermi-Dirac occupation of a level of energy `ε` at chemical potential `μ` and
temperature `T ≠ 0`, with `T` in energy units. -/
def occ (T ε μ : ℝ) : ℝ := 1 / (1 + Real.exp ((ε - μ) / T))

/-- Electron count: the sum of the occupations of the levels `ε i` with weights `w i`. -/
def electronCount (T : ℝ) (w ε : ι → ℝ) (μ : ℝ) : ℝ := ∑ i, w i * occ T (ε i) μ

/-- Thermal weight `w f (1 - f)` of the level `i`, where `f` is its occupation. -/
def thermalWeight (T : ℝ) (w ε : ι → ℝ) (μ : ℝ) (i : ι) : ℝ :=
  w i * (occ T (ε i) μ * (1 - occ T (ε i) μ))

/-- Every occupation lies strictly between zero and one. -/
theorem occ_mem_Ioo (T ε μ : ℝ) : 0 < occ T ε μ ∧ occ T ε μ < 1 := by
  have hx := Real.exp_pos ((ε - μ) / T)
  unfold occ
  constructor
  · positivity
  · rw [div_lt_one (by linarith)]
    linarith

/-- The total thermal weight of a nonempty set of levels with positive weights is positive. -/
theorem sum_thermalWeight_pos [Nonempty ι] (T : ℝ) {w : ι → ℝ} (hw : ∀ i, 0 < w i)
    (ε : ι → ℝ) (μ : ℝ) : 0 < ∑ i, thermalWeight T w ε μ i := by
  refine Finset.sum_pos (fun i _ => ?_) Finset.univ_nonempty
  obtain ⟨h0, h1⟩ := occ_mem_Ioo T (ε i) μ
  exact mul_pos (hw i) (mul_pos h0 (sub_pos.mpr h1))

/-- At fixed levels and positive temperature the electron count increases strictly with the
chemical potential. -/
theorem electronCount_strictMono [Nonempty ι] {T : ℝ} (hT : 0 < T) {w : ι → ℝ}
    (hw : ∀ i, 0 < w i) (ε : ι → ℝ) : StrictMono (electronCount T w ε) := by
  intro μ ν h
  refine Finset.sum_lt_sum_of_nonempty Finset.univ_nonempty (fun i _ => ?_)
  refine mul_lt_mul_of_pos_left ?_ (hw i)
  have harg : (ε i - ν) / T < (ε i - μ) / T :=
    div_lt_div_of_pos_right (by linarith) hT
  have hexp := Real.exp_lt_exp.mpr harg
  have hpos := Real.exp_pos ((ε i - ν) / T)
  exact one_div_lt_one_div_of_lt (by linarith) (by linarith)

/-- When a level and the chemical potential move, `T` times the rate of change of the
occupation `f` is `f (1 - f)` times the velocity of the chemical potential relative to the
level. -/
theorem hasDerivAt_occ {T : ℝ} (hT : 0 < T) {e mu : ℝ → ℝ} {e' mu' t : ℝ}
    (he : HasDerivAt e e' t) (hmu : HasDerivAt mu mu' t) :
    HasDerivAt (fun s => T * occ T (e s) (mu s))
      (occ T (e t) (mu t) * (1 - occ T (e t) (mu t)) * (mu' - e')) t := by
  have hne : 1 + Real.exp ((e t - mu t) / T) ≠ 0 := by positivity
  have h1 := ((he.fun_sub hmu).div_const T).exp.const_add 1
  have h2 := ((hasDerivAt_const t (1 : ℝ)).fun_div h1 hne).const_mul T
  refine h2.congr_deriv ?_
  simp only [occ]
  -- the identity is rational in the exponential
  generalize Real.exp ((e t - mu t) / T) = x at hne ⊢
  have hT' := hT.ne'
  field_simp
  ring

/-- `T` times the rate of change of the electron count is the sum over levels of the thermal
weight times the velocity of the chemical potential relative to the level. -/
theorem hasDerivAt_electronCount {T : ℝ} (hT : 0 < T) (w : ι → ℝ) {e : ℝ → ι → ℝ}
    {mu : ℝ → ℝ} {e' : ι → ℝ} {mu' t : ℝ}
    (he : ∀ i, HasDerivAt (fun s => e s i) (e' i) t) (hmu : HasDerivAt mu mu' t) :
    HasDerivAt (fun s => T * electronCount T w (e s) (mu s))
      (mu' * ∑ i, thermalWeight T w (e t) (mu t) i
        - ∑ i, thermalWeight T w (e t) (mu t) i * e' i) t := by
  have heq : (fun s => T * electronCount T w (e s) (mu s)) =
      fun s => ∑ i, w i * (T * occ T (e s i) (mu s)) := by
    funext s
    rw [electronCount, Finset.mul_sum]
    exact Finset.sum_congr rfl (fun i _ => by ring)
  rw [heq]
  refine (HasDerivAt.fun_sum (fun i _ =>
    (hasDerivAt_occ hT (he i) hmu).const_mul (w i))).congr_deriv ?_
  rw [Finset.mul_sum, ← Finset.sum_sub_distrib]
  refine Finset.sum_congr rfl (fun i _ => ?_)
  unfold thermalWeight
  ring

/-- Velocity of the Fermi level when the levels move and the electron count changes at the
rate `N'`. -/
theorem fermiLevel_velocity_of_count [Nonempty ι] {T : ℝ} (hT : 0 < T) {w : ι → ℝ}
    (hw : ∀ i, 0 < w i) {e : ℝ → ι → ℝ} {mu : ℝ → ℝ} {e' : ι → ℝ} {mu' N' t : ℝ}
    (he : ∀ i, HasDerivAt (fun s => e s i) (e' i) t) (hmu : HasDerivAt mu mu' t)
    (hN : HasDerivAt (fun s => electronCount T w (e s) (mu s)) N' t) :
    mu' = (∑ i, thermalWeight T w (e t) (mu t) i * e' i + T * N') /
      ∑ i, thermalWeight T w (e t) (mu t) i := by
  -- two expressions for the same derivative
  have h := (hasDerivAt_electronCount hT w he hmu).unique (hN.const_mul T)
  rw [eq_div_iff (sum_thermalWeight_pos T hw (e t) (mu t)).ne']
  linarith

/-- At constant electron count the velocity of the Fermi level is the average of the level
velocities with the thermal weights `w f (1 - f)`. -/
theorem fermiLevel_velocity [Nonempty ι] {T : ℝ} (hT : 0 < T) {w : ι → ℝ}
    (hw : ∀ i, 0 < w i) {e : ℝ → ι → ℝ} {mu : ℝ → ℝ} {e' : ι → ℝ} {mu' N t : ℝ}
    (he : ∀ i, HasDerivAt (fun s => e s i) (e' i) t) (hmu : HasDerivAt mu mu' t)
    (hN : ∀ s, electronCount T w (e s) (mu s) = N) :
    mu' = (∑ i, thermalWeight T w (e t) (mu t) i * e' i) /
      ∑ i, thermalWeight T w (e t) (mu t) i := by
  have hc : HasDerivAt (fun s => electronCount T w (e s) (mu s)) 0 t := by
    rw [funext hN]
    exact hasDerivAt_const t N
  have h := fermiLevel_velocity_of_count hT hw he hmu hc
  rwa [mul_zero, add_zero] at h

/-- Along differentiable paths the electron count is conserved exactly when the Fermi level
moves at every instant with the thermally weighted average of the level velocities. -/
theorem electronCount_conserved_iff [Nonempty ι] {T : ℝ} (hT : 0 < T) {w : ι → ℝ}
    (hw : ∀ i, 0 < w i) {e e' : ℝ → ι → ℝ} {mu mu' : ℝ → ℝ}
    (he : ∀ t i, HasDerivAt (fun s => e s i) (e' t i) t)
    (hmu : ∀ t, HasDerivAt mu (mu' t) t) :
    (∀ s, electronCount T w (e s) (mu s) = electronCount T w (e 0) (mu 0)) ↔
      ∀ t, mu' t = (∑ i, thermalWeight T w (e t) (mu t) i * e' t i) /
        ∑ i, thermalWeight T w (e t) (mu t) i := by
  constructor
  · intro h t
    exact fermiLevel_velocity hT hw (he t) (hmu t) h
  · intro h s
    -- the formula makes the derivative of the count vanish everywhere
    have hd : ∀ t, HasDerivAt (fun s => T * electronCount T w (e s) (mu s)) 0 t := by
      intro t
      refine (hasDerivAt_electronCount hT w (he t) (hmu t)).congr_deriv ?_
      rw [h t, div_mul_cancel₀ _ (sum_thermalWeight_pos T hw (e t) (mu t)).ne', sub_self]
    have hc := is_const_of_deriv_eq_zero (fun t => (hd t).differentiableAt)
      (fun t => (hd t).deriv) s 0
    exact mul_left_cancel₀ hT.ne' hc

/-- At constant electron count, if all level velocities lie between `a` and `b`, so does the
velocity of the Fermi level. -/
theorem fermiLevel_velocity_mem_Icc [Nonempty ι] {T : ℝ} (hT : 0 < T) {w : ι → ℝ}
    (hw : ∀ i, 0 < w i) {e : ℝ → ι → ℝ} {mu : ℝ → ℝ} {e' : ι → ℝ} {mu' N t a b : ℝ}
    (he : ∀ i, HasDerivAt (fun s => e s i) (e' i) t) (hmu : HasDerivAt mu mu' t)
    (hN : ∀ s, electronCount T w (e s) (mu s) = N)
    (hab : ∀ i, e' i ∈ Set.Icc a b) : mu' ∈ Set.Icc a b := by
  have hpos := sum_thermalWeight_pos T hw (e t) (mu t)
  have hW : ∀ i, 0 ≤ thermalWeight T w (e t) (mu t) i := by
    intro i
    obtain ⟨h0, h1⟩ := occ_mem_Ioo T (e t i) (mu t)
    exact (mul_pos (hw i) (mul_pos h0 (sub_pos.mpr h1))).le
  rw [fermiLevel_velocity hT hw he hmu hN]
  constructor
  · rw [le_div_iff₀ hpos, Finset.mul_sum]
    refine Finset.sum_le_sum (fun i _ => ?_)
    nlinarith [mul_nonneg (hW i) (sub_nonneg.mpr (hab i).1)]
  · rw [div_le_iff₀ hpos, Finset.mul_sum]
    refine Finset.sum_le_sum (fun i _ => ?_)
    nlinarith [mul_nonneg (hW i) (sub_nonneg.mpr (hab i).2)]

end

end FermiLevelResponse
```

```lean
#print axioms FermiLevelResponse.electronCount_strictMono
-- 'FermiLevelResponse.electronCount_strictMono' depends on axioms: [propext, Classical.choice, Quot.sound]
#print axioms FermiLevelResponse.fermiLevel_velocity
-- 'FermiLevelResponse.fermiLevel_velocity' depends on axioms: [propext, Classical.choice, Quot.sound]
#print axioms FermiLevelResponse.electronCount_conserved_iff
-- 'FermiLevelResponse.electronCount_conserved_iff' depends on axioms: [propext, Classical.choice, Quot.sound]
#print axioms FermiLevelResponse.fermiLevel_velocity_mem_Icc
-- 'FermiLevelResponse.fermiLevel_velocity_mem_Icc' depends on axioms: [propext, Classical.choice, Quot.sound]
```

## How the proof follows the calculation

**Positivity and monotonicity.** `occ_mem_Ioo` proves $0<f<1$ from the positivity of the exponential. `sum_thermalWeight_pos` turns this into $\sum_i W_i>0$, using the positive weights and the nonempty index set. `electronCount_strictMono` compares two chemical potentials level by level: first the exponents, then the exponentials, then the reciprocals. The velocity theorems do not depend on it.

**One level.** `hasDerivAt_occ` differentiates $Tf$. The term `h1` builds the derivative of $1+x$ by the chain rule, and `h2` applies the quotient rule and multiplies by $T$. The step `congr_deriv` leaves the task of showing that the resulting expression equals $f(1-f)(\mu'-e')$. After `generalize` has replaced the exponential by a variable `x`, this is an identity between rational functions, which `field_simp` and `ring` prove.

**The sum.** In `hasDerivAt_electronCount`, the equation `heq` moves $T$ inside the sum, so that the result for one level applies to each term. The remaining steps rearrange the sum of derivatives into $\mu'\sum_i W_i-\sum_i W_i e_i'$.

**Solving for the velocity.** `fermiLevel_velocity_of_count` has two expressions for the derivative of $TN$: the one just computed, and $TN'$ from the hypothesis. Derivatives are unique, so the two are equal. `eq_div_iff` clears the positive denominator and `linarith` finishes the linear algebra. For `fermiLevel_velocity`, the hypothesis `hN` turns the count into a constant function with derivative zero, and the term $TN'$ drops out.

**Both directions of conservation.** The forward half of `electronCount_conserved_iff` applies the main theorem at each `t`. For the reverse half, `hd` shows that the formula makes the derivative of $TN$ vanish everywhere. `is_const_of_deriv_eq_zero` then gives equal values of $TN$ at `s` and at 0, and the nonzero factor $T$ is cancelled.

**The bounds.** `fermiLevel_velocity_mem_Icc` replaces $\mu'$ by the weighted average and multiplies each inequality by the positive denominator. The sums are then compared term by term, where `nlinarith` uses $W_i(e_i'-a)\ge0$ for the lower bound and $W_i(b-e_i')\ge0$ for the upper one.
